# Five conditions for a splitting product to match \(e^{t(X+Y)}\) through \(t^3\)

In a finite orthonormal basis, with \(\hbar=1\) and a time-independent Hamiltonian, the Schrödinger equation is \(\dot\psi=-i(T+V)\psi\), where \(T\) is the kinetic and \(V\) the potential energy. Stacking the real and imaginary parts of \(\psi\) turns \(-iT\) and \(-iV\) into real matrices \(X\) and \(Y\). Their separate exponentials are often cheap to apply, so one approximates a time step \(e^{t(X+Y)}\) by

\[
S(t)=e^{a_0tX}e^{b_0tY}\cdots e^{a_{s-1}tX}e^{b_{s-1}tY},
\]

with real coefficients and \(s\) stages, numbered from zero. Put \(A_j=a_0+\dots+a_j\) and \(B_i=b_i+\dots+b_{s-1}\), let \(A\) and \(B\) be the sums of all \(a_i\) and all \(b_i\), and set

\[
p=\sum_j b_jA_j,\qquad q=\sum_j b_jA_j^2,\qquad r=\sum_i a_iB_i^2 .
\]

**Claim.** \(S(t)-e^{t(X+Y)}=O(t^4)\) as \(t\to0\) for all real 4 by 4 matrices \(X,Y\) if and only if \(A=B=1\), \(p=\tfrac12\) and \(q=r=\tfrac13\). These conditions then give the same agreement for real square matrices of every finite size.

## Word coefficients, stage by stage

Let \(c_w\) be the coefficient in \(S(t)\) of a word \(w\) in \(X\) and \(Y\), without its power of \(t\). Through third order,

\[
\begin{aligned}
&c_X=A,\quad c_{XX}=\tfrac{A^2}2,\quad c_{XXX}=\tfrac{A^3}6,\qquad c_Y=B,\quad c_{YY}=\tfrac{B^2}2,\quad c_{YYY}=\tfrac{B^3}6,\\
&c_{XY}=p,\quad c_{YX}=AB-p,\\
&c_{XXY}=\tfrac q2,\quad c_{XYX}=Ap-q,\quad c_{YXX}=\tfrac{A^2B}2-Ap+\tfrac q2,\\
&c_{XYY}=\tfrac r2,\quad c_{YXY}=Bp-r,\quad c_{YYX}=\tfrac{AB^2}2-Bp+\tfrac r2 .
\end{aligned}
\]

For \(s=0\) everything vanishes, as it should for \(S=1\). Now append \(e^{atX}e^{btY}\), whose expansion contains \(X^kY^l\) with coefficient \(a^kb^l/(k!\,l!)\). Primes mark the new values, with \(A'=A+a\) and \(B'=B+b\). Words in one letter follow from the binomial theorem. Three others define the updates of \(p,q,r\):

\[
\begin{aligned}
c'_{XY}&=p+Ab+ab=p+bA'=p',\\
c'_{XXY}&=\tfrac q2+b\left(\tfrac{A^2}2+Aa+\tfrac{a^2}2\right)=\tfrac12(q+bA'^2)=\tfrac{q'}2,\\
c'_{XYY}&=\tfrac r2+bp+\tfrac{b^2}2(A+a)=\tfrac12(r+2bp+b^2A')=\tfrac{r'}2 .
\end{aligned}
\]

The remaining five keep their form:

\[
\begin{aligned}
c'_{YX}&=AB-p+aB=A'B'-p',\\
c'_{XYX}&=Ap-q+ap=A'p'-q',\\
c'_{YXX}&=\tfrac{A^2B}2-Ap+\tfrac q2+a(AB-p)+\tfrac{a^2B}2=\tfrac{A'^2B'}2-A'p'+\tfrac{q'}2,\\
c'_{YXY}&=Bp-r+b(AB-p)+abB=B'p'-r',\\
c'_{YYX}&=\tfrac{AB^2}2-Bp+\tfrac r2+\tfrac{aB^2}2=\tfrac{A'B'^2}2-B'p'+\tfrac{r'}2 .
\end{aligned}
\]

These updates agree with the defining sums. For \(p\) and \(q\), the new stage adds one term. For \(r\), every old \(B_i\) grows by \(b\), so

\[
r'=\sum_i a_i(B_i+b)^2+ab^2=r+2b\sum_i a_iB_i+b^2A',
\]

and \(\sum_i a_iB_i=\sum_{i\le j}a_ib_j=\sum_j b_jA_j=p\).

## From coefficients to conditions

At \(A=B=1\), \(p=\frac12\), \(q=r=\frac13\), every two-letter coefficient is \(\frac12\) and every three-letter coefficient is \(\frac16\), as in \(e^{t(X+Y)}\). This gives sufficiency.

Conversely, if \(td_1+t^2d_2+t^3d_3=O(t^4)\), dividing by \(t\) and letting \(t\to0\) gives \(d_1=0\); repeating this gives \(d_2=d_3=0\). The terms of each order therefore agree. Let \(E_{ij}\) have a single 1 in row \(i\), column \(j\), counted from zero. For \(X=E_{01}+E_{12}\), \(Y=E_{23}\), the entries \((0,1)\) and \((2,3)\) at first order give \(A=B=1\). Since \(XY=E_{13}\) and \(XXY=E_{03}\), the higher orders give \(p=\frac12\) and \(\frac q2=\frac16\). For \(X=E_{01}\), \(Y=E_{12}+E_{23}\), the only three-letter word with a \((0,3)\) entry is \(XYY\), so \(\frac r2=\frac16\). These test matrices do not come from a Schrödinger equation, whose \(X\) and \(Y\) are antisymmetric: necessity is proved here for agreement on all real 4 by 4 matrices, not on Schrödinger pairs alone.

## The sums and the product in Lean

```lean
import Mathlib

open Filter Topology Asymptotics

namespace SplittingOrderConditions

noncomputable section
```

Coefficients are sequences `ℕ → ℝ`, of which only the first `s` entries matter.

```lean
/-- The sum of the first `j` coefficients of `X`. -/
def cumA (a : ℕ → ℝ) (j : ℕ) : ℝ := ∑ i ∈ Finset.range j, a i

/-- The sum of the coefficients of `Y` from stage `i` to the last of `s` stages,
with stages numbered from zero. -/
def tailB (b : ℕ → ℝ) (s i : ℕ) : ℝ := ∑ j ∈ Finset.Ico i s, b j
```

Since `cumA a j` adds the first `j` coefficients, \(A_j\) is `cumA a (j + 1)`. Writing `cumA a j` in the next definition would give the sums for stages with \(Y\) to the left of \(X\).

```lean
/-- The sum of `b_j A_j ^ k` over the stages, where `A_j` includes stage `j`. -/
def momentA (a b : ℕ → ℝ) (s k : ℕ) : ℝ :=
  ∑ j ∈ Finset.range s, b j * cumA a (j + 1) ^ k

/-- The sum of `a_i B_i ^ k` over the stages, where `B_i` includes stage `i`. -/
def momentB (a b : ℕ → ℝ) (s k : ℕ) : ℝ :=
  ∑ i ∈ Finset.range s, a i * tailB b s i ^ k
```

Thus \(p,q,r\) are `momentA a b s 1`, `momentA a b s 2` and `momentB a b s 2`. The totals \(A\) and \(B\) are `cumA a s` and `tailB b s 0`.

```lean
/-- The five order conditions: `∑ a_i = ∑ b_i = 1`, `∑ b_j A_j = 1/2`, `∑ b_j A_j² = 1/3` and
`∑ a_i B_i² = 1/3`. -/
def OrderConditions (a b : ℕ → ℝ) (s : ℕ) : Prop :=
  cumA a s = 1 ∧ tailB b s 0 = 1 ∧ momentA a b s 1 = 1 / 2 ∧
    momentA a b s 2 = 1 / 3 ∧ momentB a b s 2 = 1 / 3
```

The table of coefficients becomes two expressions, valid in any real algebra.

```lean
/-- The second-order term of a splitting product, written in words of two letters. -/
def quad {R : Type*} [Ring R] [Algebra ℝ R] (A B p : ℝ) (X Y : R) : R :=
  (A ^ 2 / 2) • (X * X) + p • (X * Y) + (A * B - p) • (Y * X) + (B ^ 2 / 2) • (Y * Y)

/-- The third-order term of a splitting product, written in words of three letters. -/
def cub {R : Type*} [Ring R] [Algebra ℝ R] (A B p q r : ℝ) (X Y : R) : R :=
  (A ^ 3 / 6) • (X * X * X) + (q / 2) • (X * X * Y) + (A * p - q) • (X * Y * X)
    + (A ^ 2 * B / 2 - A * p + q / 2) • (Y * X * X) + (r / 2) • (X * Y * Y)
    + (B * p - r) • (Y * X * Y) + (A * B ^ 2 / 2 - B * p + r / 2) • (Y * Y * X)
    + (B ^ 3 / 6) • (Y * Y * Y)
```

The product is recursive, each new stage entering on the right.

```lean
/-- The product `exp(a₀tX) exp(b₀tY) exp(a₁tX) exp(b₁tY) ⋯` with the given number of stages. -/
def splitting {n : Type*} [Fintype n] [DecidableEq n] (a b : ℕ → ℝ)
    (X Y : Matrix n n ℝ) (t : ℝ) : ℕ → Matrix n n ℝ
  | 0 => 1
  | s + 1 => splitting a b X Y t s * NormedSpace.exp (t • a s • X) *
      NormedSpace.exp (t • b s • Y)
```

## Algebra at second and third order

Expanding the words and comparing coefficients with `module` gives the exact terms.

```lean
/-- At the values `1, 1, 1/2, 1/3, 1/3` the second- and third-order terms are
`(X+Y)²/2` and `(X+Y)³/6`. -/
theorem exact_terms {R : Type*} [Ring R] [Algebra ℝ R] (X Y : R) :
    quad 1 1 (1 / 2) X Y = (1 / 2 : ℝ) • ((X + Y) * (X + Y)) ∧
    cub 1 1 (1 / 2) (1 / 3) (1 / 3) X Y = (1 / 6 : ℝ) • ((X + Y) * (X + Y) * (X + Y)) := by
  constructor <;> simp only [quad, cub, add_mul, mul_add, mul_assoc] <;> module
```

The two nilpotent pairs then yield five scalar equations, read off as matrix entries.

```lean
/-- If the terms of first, second and third order agree with those of `exp(t(X+Y))` for all
real 4 by 4 matrices, the five parameters are `1, 1, 1/2, 1/3, 1/3`. -/
theorem parameters_of_matrices {A B p q r : ℝ}
    (h : ∀ X Y : Matrix (Fin 4) (Fin 4) ℝ, A • X + B • Y = X + Y ∧
      quad A B p X Y = (1 / 2 : ℝ) • ((X + Y) * (X + Y)) ∧
      cub A B p q r X Y = (1 / 6 : ℝ) • ((X + Y) * (X + Y) * (X + Y))) :
    A = 1 ∧ B = 1 ∧ p = 1 / 2 ∧ q = 1 / 3 ∧ r = 1 / 3 := by
  -- the first pair isolates the words X, Y, XY, XXY; the second isolates XYY
  obtain ⟨h1, h2, h3⟩ := h !![0,1,0,0; 0,0,1,0; 0,0,0,0; 0,0,0,0]
    !![0,0,0,0; 0,0,0,0; 0,0,0,1; 0,0,0,0]
  obtain ⟨-, -, k3⟩ := h !![0,1,0,0; 0,0,0,0; 0,0,0,0; 0,0,0,0]
    !![0,0,0,0; 0,0,1,0; 0,0,0,1; 0,0,0,0]
  have eA := congrArg (fun M => M 0 1) h1
  have eB := congrArg (fun M => M 2 3) h1
  have ep := congrArg (fun M => M 1 3) h2
  have eq := congrArg (fun M => M 0 3) h3
  have er := congrArg (fun M => M 0 3) k3
  simp [quad, cub] at eA eB ep eq er
  refine ⟨?_, ?_, ?_, ?_, ?_⟩ <;> linarith
```

## Expansions with a fourth-order remainder

`HasCubic` says that a function is a given cubic plus \(O(t^4)\).

```lean
variable {𝔸 : Type*} [NormedRing 𝔸] [NormedAlgebra ℝ 𝔸]

/-- `f(t) = 1 + t p₁ + t² p₂ + t³ p₃ + O(t⁴)` as `t → 0`. -/
def HasCubic (f : ℝ → 𝔸) (p₁ p₂ p₃ : 𝔸) : Prop :=
  (fun t => f t - (1 + t • p₁ + t ^ 2 • p₂ + t ^ 3 • p₃)) =O[𝓝 0] fun t : ℝ => t ^ 4
```

In a product, the remainders multiply bounded functions, and the surplus polynomial terms carry a factor \(t^4\).

```lean
/-- Cubic expansions multiply by the Cauchy product rule. -/
theorem HasCubic.mul {f g : ℝ → 𝔸} {p₁ p₂ p₃ q₁ q₂ q₃ : 𝔸}
    (hf : HasCubic f p₁ p₂ p₃) (hg : HasCubic g q₁ q₂ q₃) :
    HasCubic (fun t => f t * g t) (p₁ + q₁) (p₂ + p₁ * q₁ + q₂)
      (p₃ + p₂ * q₁ + p₁ * q₂ + q₃) := by
  unfold HasCubic at *
  have one : ∀ u : ℝ → 𝔸, Continuous u → u =O[𝓝 0] (fun _ => (1 : ℝ)) :=
    fun u hu => (hu.tendsto 0).isBigO_one ℝ
  have t4 : (fun t : ℝ => t ^ 4) =O[𝓝 0] (fun _ => (1 : ℝ)) :=
    ((continuous_pow 4).tendsto 0).isBigO_one ℝ
  have g1 : g =O[𝓝 0] (fun _ => (1 : ℝ)) :=
    ((hg.trans t4).add (one (fun t => 1 + t • q₁ + t ^ 2 • q₂ + t ^ 3 • q₃)
      (by fun_prop))).congr_left fun t => by simp
  have e1 := (hf.mul g1).congr_right fun t => mul_one _
  have e2 := ((one (fun t => 1 + t • p₁ + t ^ 2 • p₂ + t ^ 3 • p₃)
    (by fun_prop)).mul hg).congr_right fun t => one_mul _
  -- the terms of degree four and higher in the product of the two cubics
  have e3 := ((isBigO_refl (fun t : ℝ => t ^ 4) (𝓝 0)).smul
    (one (fun t => (p₁ * q₃ + p₂ * q₂ + p₃ * q₁) + t • (p₂ * q₃ + p₃ * q₂)
      + t ^ 2 • (p₃ * q₃)) (by fun_prop))).congr_right fun t => mul_one _
  refine ((e1.add e2).add e3).congr_left fun t => ?_
  simp only [add_mul, mul_add, sub_mul, mul_sub, smul_mul_assoc, mul_smul_comm,
    one_mul, mul_one]
  module
```

Uniqueness is the division argument above; `lead` performs one division and limit.

```lean
/-- Two functions with cubic expansions differ by `O(t⁴)` exactly when their
coefficients agree. -/
theorem HasCubic.sub_iff {f g : ℝ → 𝔸} {p₁ p₂ p₃ q₁ q₂ q₃ : 𝔸}
    (hf : HasCubic f p₁ p₂ p₃) (hg : HasCubic g q₁ q₂ q₃) :
    (fun t => f t - g t) =O[𝓝 0] (fun t : ℝ => t ^ 4) ↔ p₁ = q₁ ∧ p₂ = q₂ ∧ p₃ = q₃ := by
  unfold HasCubic at *
  constructor
  · intro h
    -- a leading coefficient below the order of the error must vanish
    have lead : ∀ (u : ℝ → 𝔸) (k m : ℕ), Continuous u →
        (fun t => t ^ k • u t) =O[𝓝 0] (fun t : ℝ => t ^ (k + (m + 1))) → u 0 = 0 := by
      intro u k m hu hO
      obtain ⟨C, hC⟩ := hO.bound
      have hb : ∀ᶠ t in 𝓝[≠] (0 : ℝ), ‖u t‖ ≤ C * ‖t‖ ^ (m + 1) := by
        filter_upwards [hC.filter_mono nhdsWithin_le_nhds, self_mem_nhdsWithin] with t ht h0
        have hpos : 0 < ‖t‖ ^ k := pow_pos (norm_pos_iff.mpr h0) k
        rw [norm_smul, norm_pow, norm_pow, pow_add] at ht
        exact le_of_mul_le_mul_left (by linarith) hpos
      have hr : Continuous fun t : ℝ => C * ‖t‖ ^ (m + 1) := by fun_prop
      have := le_of_tendsto_of_tendsto ((hu.norm.tendsto 0).mono_left nhdsWithin_le_nhds)
        ((hr.tendsto 0).mono_left nhdsWithin_le_nhds) hb
      simpa using this
    have k : (fun t : ℝ => t • (p₁ - q₁) + t ^ 2 • (p₂ - q₂) + t ^ 3 • (p₃ - q₃))
        =O[𝓝 0] (fun t : ℝ => t ^ 4) :=
      ((hg.sub hf).add h).congr_left fun t => by module
    have d1 : p₁ - q₁ = 0 := by
      simpa using lead (fun t => (p₁ - q₁) + t • ((p₂ - q₂) + t • (p₃ - q₃))) 1 2
        (by fun_prop) (k.congr_left fun t => by module)
    have d2 : p₂ - q₂ = 0 := by
      simpa using lead (fun t => (p₂ - q₂) + t • (p₃ - q₃)) 2 1
        (by fun_prop) (k.congr_left fun t => by rw [d1]; module)
    have d3 : p₃ - q₃ = 0 := by
      simpa using lead (fun _ => p₃ - q₃) 3 0
        (by fun_prop) (k.congr_left fun t => by rw [d1, d2]; module)
    exact ⟨sub_eq_zero.mp d1, sub_eq_zero.mp d2, sub_eq_zero.mp d3⟩
  · rintro ⟨rfl, rfl, rfl⟩
    exact (hf.sub hg).congr_left fun t => by abel
```

The exponential's expansion comes from its power series, a hypothesis on `E` that Mathlib supplies for matrices.

```lean
/-- A function `E` whose power series at zero is the exponential series satisfies
`E(tX) = 1 + tX + t²X²/2 + t³X³/6 + O(t⁴)`. -/
theorem hasCubic_exp {E : 𝔸 → 𝔸}
    (hE : HasFPowerSeriesAt E (NormedSpace.expSeries ℝ 𝔸) 0) (X : 𝔸) :
    HasCubic (fun t => E (t • X)) X ((1 / 2 : ℝ) • (X * X)) ((1 / 6 : ℝ) • (X * X * X)) := by
  unfold HasCubic
  have hc : Continuous fun t : ℝ => t • X := by fun_prop
  have ht : Tendsto (fun t : ℝ => t • X) (𝓝 0) (𝓝 0) := by simpa using hc.tendsto 0
  have h3 : (fun t : ℝ => ‖t • X‖ ^ 4) =O[𝓝 0] (fun t : ℝ => t ^ 4) := by
    refine IsBigO.of_bound (‖X‖ ^ 4) (Eventually.of_forall fun t => ?_)
    simp only [norm_smul, norm_pow, norm_mul, norm_norm]
    exact le_of_eq (by ring)
  refine (((hE.isBigO_sub_partialSum_pow 4).comp_tendsto ht).trans h3).congr_left fun t => ?_
  simp only [Function.comp_apply, FormalMultilinearSeries.partialSum, Finset.sum_range_succ,
    Finset.sum_range_zero, NormedSpace.expSeries_apply_eq, Nat.factorial,
    pow_succ, pow_zero, one_mul, zero_add, smul_mul_assoc, mul_smul_comm]
  push_cast
  module
```

The next lemma contains all the primed updates at once.

```lean
/-- Multiplying on the right by functions with the cubic expansions of `exp(atX)` and `exp(btY)`, in
that order, updates the five parameters of the expansion. -/
theorem HasCubic.stage {f g h : ℝ → 𝔸} {A B p q r a b : ℝ} {X Y : 𝔸}
    (hf : HasCubic f (A • X + B • Y) (quad A B p X Y) (cub A B p q r X Y))
    (hg : HasCubic g (a • X) ((1 / 2 : ℝ) • (a • X * a • X))
      ((1 / 6 : ℝ) • (a • X * a • X * a • X)))
    (hh : HasCubic h (b • Y) ((1 / 2 : ℝ) • (b • Y * b • Y))
      ((1 / 6 : ℝ) • (b • Y * b • Y * b • Y))) :
    HasCubic (fun t => f t * g t * h t) ((A + a) • X + (B + b) • Y)
      (quad (A + a) (B + b) (p + b * (A + a)) X Y)
      (cub (A + a) (B + b) (p + b * (A + a)) (q + b * (A + a) ^ 2)
        (r + 2 * b * p + b ^ 2 * (A + a)) X Y) := by
  convert (hf.mul hg).mul hh using 1
  · module
  all_goals
    simp only [quad, cub, add_mul, mul_add, smul_mul_assoc, mul_smul_comm, mul_assoc]
    module

open scoped Matrix.Norms.Operator
```

## The equivalence for matrices

Agreement through \(t^3\) is an `IsBigO` statement in an operator norm; in finite dimension any other norm gives the same notion.

```lean
variable {n : Type*} [Fintype n] [DecidableEq n]

/-- The splitting product agrees with `exp(t(X+Y))` through `t³`: the difference is `O(t⁴)`
as `t → 0`. -/
def MatchesThroughCubic (a b : ℕ → ℝ) (s : ℕ) (X Y : Matrix n n ℝ) : Prop :=
  (fun t : ℝ => splitting a b X Y t s - NormedSpace.exp (t • (X + Y)))
    =O[𝓝 0] fun t : ℝ => t ^ 4
```

The induction on stages uses `dual` for \(\sum a_iB_i=\sum b_jA_j\) and `hR` for the update of \(r\).

```lean
/-- Through third order, the splitting product depends on its coefficients only through `∑ a_i`,
`∑ b_i`, `∑ b_j A_j`, `∑ b_j A_j²` and `∑ a_i B_i²`. -/
theorem splitting_expansion (a b : ℕ → ℝ) (X Y : Matrix n n ℝ) (s : ℕ) :
    HasCubic (fun t => splitting a b X Y t s) (cumA a s • X + tailB b s 0 • Y)
      (quad (cumA a s) (tailB b s 0) (momentA a b s 1) X Y)
      (cub (cumA a s) (tailB b s 0) (momentA a b s 1) (momentA a b s 2)
        (momentB a b s 2) X Y) := by
  have hA : ∀ s, cumA a (s + 1) = cumA a s + a s := fun s => Finset.sum_range_succ _ _
  have hB : ∀ s i, i ≤ s → tailB b (s + 1) i = tailB b s i + b s :=
    fun s i hi => Finset.sum_Ico_succ_top hi _
  have hM : ∀ s k, momentA a b (s + 1) k = momentA a b s k + b s * (cumA a s + a s) ^ k :=
    fun s k => by rw [← hA]; exact Finset.sum_range_succ _ _
  have hN : ∀ s k, momentB a b (s + 1) k =
      ∑ i ∈ Finset.range s, a i * (tailB b s i + b s) ^ k + a s * b s ^ k := by
    intro s k
    have h0 : tailB b s s = 0 := by simp [tailB]
    rw [momentB, Finset.sum_range_succ, hB s s le_rfl, h0, zero_add]
    congr 1
    exact Finset.sum_congr rfl fun i hi => by rw [hB s i (Finset.mem_range.mp hi).le]
  -- summation by parts: ∑ a_i B_i = ∑ b_j A_j
  have dual : ∀ s, momentB a b s 1 = momentA a b s 1 := by
    intro s
    induction s with
    | zero => simp [momentA, momentB]
    | succ s ih =>
      rw [hN, hM, ← ih]
      simp only [momentB, cumA, pow_one, mul_add, Finset.sum_add_distrib, ← Finset.sum_mul]
      ring
  have hR : ∀ s, momentB a b (s + 1) 2 =
      momentB a b s 2 + 2 * b s * momentA a b s 1 + b s ^ 2 * (cumA a s + a s) := by
    intro s
    have e : ∑ i ∈ Finset.range s, a i * (tailB b s i + b s) ^ 2 =
        momentB a b s 2 + 2 * b s * momentB a b s 1 + b s ^ 2 * cumA a s := by
      simp only [momentB, cumA, Finset.mul_sum, ← Finset.sum_add_distrib]
      exact Finset.sum_congr rfl fun i _ => by ring
    rw [hN, e, dual]
    ring
  induction s with
  | zero =>
    simp [HasCubic, splitting, cumA, tailB, momentA, momentB, quad, cub, isBigO_zero]
  | succ s ih =>
    have hE := NormedSpace.exp_hasFPowerSeriesAt_zero (𝕂 := ℝ) (𝔸 := Matrix n n ℝ)
    have H := ih.stage (hasCubic_exp hE (a s • X)) (hasCubic_exp hE (b s • Y))
    rw [hA, hB s 0 (Nat.zero_le s), hM, hM, hR, pow_one]
    exact H
```

Sufficiency inserts the five values and compares with the exponential.

```lean
/-- The order conditions give agreement through `t³` for real square matrices of any size. -/
theorem matches_of_orderConditions {a b : ℕ → ℝ} {s : ℕ} (h : OrderConditions a b s)
    (X Y : Matrix n n ℝ) : MatchesThroughCubic a b s X Y := by
  obtain ⟨h1, h2, h3, h4, h5⟩ := h
  have H := splitting_expansion a b X Y s
  rw [h1, h2, h3, h4, h5, one_smul, one_smul] at H
  have hE := NormedSpace.exp_hasFPowerSeriesAt_zero (𝕂 := ℝ) (𝔸 := Matrix n n ℝ)
  exact (H.sub_iff (hasCubic_exp hE (X + Y))).2
    ⟨rfl, (exact_terms X Y).1, (exact_terms X Y).2⟩
```

Necessity applies uniqueness to every 4 by 4 pair, then `parameters_of_matrices`.

```lean
/-- A splitting product agrees with `exp(t(X+Y))` through `t³` for all real 4 by 4 matrices
if and only if its coefficients satisfy the five order conditions. -/
theorem matches_iff_orderConditions (a b : ℕ → ℝ) (s : ℕ) :
    (∀ X Y : Matrix (Fin 4) (Fin 4) ℝ, MatchesThroughCubic a b s X Y) ↔
      OrderConditions a b s := by
  refine ⟨fun h => parameters_of_matrices fun X Y => ?_,
    fun h X Y => matches_of_orderConditions h X Y⟩
  have hE := NormedSpace.exp_hasFPowerSeriesAt_zero (𝕂 := ℝ) (𝔸 := Matrix (Fin 4) (Fin 4) ℝ)
  exact ((splitting_expansion a b X Y s).sub_iff (hasCubic_exp hE (X + Y))).1 (h X Y)
```

Ruth's three-stage coefficients satisfy the conditions by arithmetic.

```lean
/-- Ruth's coefficients `a = (7/24, 3/4, -1/24)`, `b = (2/3, -2/3, 1)` give a three-stage
product that agrees with `exp(t(X+Y))` through `t³` for real square matrices of any size. -/
theorem ruth_matches (X Y : Matrix n n ℝ) :
    MatchesThroughCubic (fun i => if i = 0 then 7 / 24 else if i = 1 then 3 / 4 else -1 / 24)
      (fun i => if i = 0 then 2 / 3 else if i = 1 then -2 / 3 else 1) 3 X Y := by
  apply matches_of_orderConditions
  norm_num [OrderConditions, cumA, tailB, momentA, momentB, Finset.sum_range_succ,
    Finset.sum_Ico_eq_sum_range]

end

end SplittingOrderConditions
```

## One Ruth step on a grid

Take a wave function on a finite periodic grid, with \(V\) diagonal in position and \(T\) diagonal in Fourier space. The rightmost factor acts first. Multiply \(\psi\) by \(e^{-itV}\) pointwise, Fourier transform, multiply by \(e^{+itT/24}\), and transform back. Continue in the same way with \(V\) at \(-\frac23t\), \(T\) at \(\frac34t\), \(V\) at \(\frac23t\) and \(T\) at \(\frac7{24}t\).

The result does not cover the limit from this grid to the continuum: the constant in \(O(t^4)\) depends on \(X\) and \(Y\), and the kinetic matrix grows without bound as the grid is refined.

```lean
#print axioms SplittingOrderConditions.matches_iff_orderConditions
#print axioms SplittingOrderConditions.ruth_matches
```

```
'SplittingOrderConditions.matches_iff_orderConditions' depends on axioms: [propext, Classical.choice, Quot.sound]
'SplittingOrderConditions.ruth_matches' depends on axioms: [propext, Classical.choice, Quot.sound]
```
